# Leading-order transverse exchange in a uniform unpolarised electron gas: \((3\pi/4)\alpha^2n^2\) from orbits, \((\pi/2)\alpha^2n^2\) from spins

Put two electron momenta on the same radial grid, and a transverse-exchange integral fails on the diagonal. At equal magnitudes the angular average diverges logarithmically, so an angular quadrature either divides by zero or returns a number that depends on its resolution. The singularity is integrable, and the average of the orbital kernel \(K\), defined below, over both momenta in the Fermi sea is exactly \(3/4\).

In units \(\hbar=m=e=1\), let \(k\) be the Fermi momentum, \(n=k^3/(3\pi^2)\) the density, \(\alpha\) the fine-structure constant and \(\beta=\alpha k\). Transverse exchange is the exchange energy of the magnetic (Breit) interaction, which couples the electrons' currents and spins. With the nonrelativistic Fermi sea and this interaction at its leading order, \(\alpha^2\), the orbit-orbit and spin-spin exchange energy densities are

\[ e_{\rm orb}=\tfrac{3\pi}{4}\alpha^2n^2=-\tfrac39\beta^2e_D,\qquad e_{\rm spin}=\tfrac{\pi}{2}\alpha^2n^2=-\tfrac29\beta^2e_D, \]

where \(e_D=-k^4/(4\pi^3)\) is the Dirac exchange energy density. Both corrections are positive.

## The term in a local-density code

For a spin-unpolarised density, a local-density code that treats transverse exchange at this leading order can add \(\tfrac{5\pi}{4}\alpha^2n(\mathbf r)^2\) to the energy density, and its derivative \(\tfrac{5\pi}{2}\alpha^2n(\mathbf r)\) to the potential. The leading order requires a small local \(\beta=\alpha(3\pi^2n(\mathbf r))^{1/3}\); close to a heavy nucleus \(\beta\) is not small, and the leading order fails there. Even where \(\beta\) is small, using the uniform-gas result for a varying density remains an approximation. The relativistic correction to Coulomb exchange, also of order \(\alpha^2\), is a separate term and is not included here. A momentum-space quadrature can be tested separately against the value \(3/4\).

## From the kernel to the energy densities

Let \(p,q\) be the momentum magnitudes, \(x\) the cosine of the angle between them, and \(T=p^2+q^2-2pqx\) the squared transfer. Projecting \(\mathbf p\cdot\mathbf q\) transverse to \(\mathbf p-\mathbf q\) and dividing by \(T\) gives

\[ K=\frac{pqx\,T-(p^2-pqx)(pqx-q^2)}{T^2}=\frac{p^2q^2(1-x^2)}{T^2}. \]

Write \(S=p^2+q^2\) and \(D=p^2-q^2\). Since \(2pqx=S-T\), we have \(K=\tfrac14(-D^2/T^2+2S/T-1)\). With \(dx=-dT/(2pq)\) and \(L=\ln|(p+q)/(p-q)|\), the angular average for \(p\ne q\) is

\[ A=\frac1{16pq}\int_{(p-q)^2}^{(p+q)^2}\!\Big(-\frac{D^2}{T^2}+\frac{2S}{T}-1\Big)dT=\frac{-4pq+4SL-4pq}{16pq}=\frac{p^2+q^2}{4pq}L-\frac12 . \]

Integrate \(3q^2A\) by parts, using \(dL/dq=2p/(p^2-q^2)\). Choosing the integration constant so that \(L\) is multiplied by a factor vanishing at \(q=p\) gives the antiderivative

\[ F(q)=\frac{3(q^2-p^2)(q^2+3p^2)}{16p}L-\frac{3q^3}{8}+\frac{9p^2q}{8},\qquad F(0)=0. \]

It is continuous through \(q=p\). For \(p=k=1\), \(F(1)=3/4\). Multiplying \(F(k)\) by \(3p^2\) and integrating over \(p\) in the same way gives

\[ G(p)=-\tfrac9{32}(k^4-p^4)(k^2-p^2)L_k+\tfrac9{16}k^5p-\tfrac38k^3p^3+\tfrac9{16}kp^5, \]

with \(L_k=\ln|(k+p)/(k-p)|\). Hence \(G(k)-G(0)=\tfrac34k^6\), and division by \(k^6\) gives the mean \(3/4\).

For the spins, \(\operatorname{tr}\sigma_a\sigma_b=2\delta_{ab}\) and the transverse projector has trace 2, so the spin sum is 4 for any nonzero transfer. With density \(n/2\) per spin direction,

\[ e_{\rm orb}=-\tfrac12\cdot2\big(\tfrac n2\big)^2\big(-4\pi\alpha^2\cdot\tfrac34\big),\qquad e_{\rm spin}=-\tfrac12\big(\tfrac n2\big)^2\big(-\pi\alpha^2\cdot4\big). \]

Substituting \(n^2=k^6/(9\pi^4)\) gives the ratios to \(e_D\).

## The Lean file

```lean
import Mathlib

open MeasureTheory Set Matrix

namespace TransverseExchange

noncomputable section

/-- Squared momentum transfer between momenta of magnitudes `p`, `q` at angle cosine `x`. -/
def transferSq (p q x : ℝ) : ℝ := p ^ 2 + q ^ 2 - 2 * p * q * x

/-- Transverse part of the product of two momenta, relative to their difference,
divided by the squared momentum transfer. -/
def transverseKernel (p q x : ℝ) : ℝ :=
  (p * q * x - (p ^ 2 - p * q * x) * (p * q * x - q ^ 2) / transferSq p q x) / transferSq p q x

/-- Average of the transverse kernel over the angle between the momenta. -/
def angularMean (p q : ℝ) : ℝ := (1 / 2) * ∫ x in (-1 : ℝ)..1, transverseKernel p q x

/-- The logarithm of the ratio of `a + b` to `a - b`, written as a difference. -/
def logRatio (a b : ℝ) : ℝ := Real.log (a + b) - Real.log (a - b)

/-- Mean of the transverse kernel over two momenta in a Fermi sphere of radius `k`. -/
def fermiMean (k : ℝ) : ℝ :=
  (∫ p in (0 : ℝ)..k, 3 * p ^ 2 * (∫ q in (0 : ℝ)..k, 3 * q ^ 2 * angularMean p q)) / k ^ 6

/-- The three Pauli matrices. -/
def pauli : Fin 3 → Matrix (Fin 2) (Fin 2) ℂ :=
  ![!![0, 1; 1, 0], !![0, -Complex.I; Complex.I, 0], !![1, 0; 0, -1]]

/-- Exchange spin sum of two Pauli vectors contracted with the projector transverse to `κ`. -/
def exchangeSpinSum (κ : Fin 3 → ℝ) : ℂ :=
  ∑ a, ∑ b, (((if a = b then 1 else 0) - κ a * κ b / (κ ⬝ᵥ κ) : ℝ) : ℂ) *
    ∑ s, ∑ s', pauli a s s' * pauli b s' s

/-- Density of the unpolarised electron gas with Fermi momentum `k`. -/
def density (k : ℝ) : ℝ := k ^ 3 / (3 * Real.pi ^ 2)

/-- Orbit-orbit exchange energy density, summed over the two spin directions. -/
def orbitExchange (α k : ℝ) : ℝ :=
  -(1 / 2) * (2 * (density k / 2) ^ 2) * (-(4 * Real.pi * α ^ 2) * fermiMean k)

/-- Spin-spin exchange energy density, with the spin factor taken at momentum transfer `κ`. -/
def spinExchange (α k : ℝ) (κ : Fin 3 → ℝ) : ℝ :=
  -(1 / 2) * (density k / 2) ^ 2 * (-(4 * Real.pi * α ^ 2) / 4 * (exchangeSpinSum κ).re)

/-- Dirac exchange energy density of the nonrelativistic electron gas. -/
def diracExchange (k : ℝ) : ℝ := -(k ^ 4) / (4 * Real.pi ^ 3)

/-- For nonzero momentum transfer the transverse kernel is the squared cross product of the
momenta over the fourth power of the transfer. -/
theorem transverseKernel_eq {p q x : ℝ} (h : transferSq p q x ≠ 0) :
    transverseKernel p q x = p ^ 2 * q ^ 2 * (1 - x ^ 2) / transferSq p q x ^ 2 := by
  unfold transverseKernel
  field_simp
  unfold transferSq
  ring

/-- The transverse kernel is nonnegative at every physical angle. -/
theorem transverseKernel_nonneg (p q : ℝ) {x : ℝ} (hx : x ∈ Icc (-1 : ℝ) 1) :
    0 ≤ transverseKernel p q x := by
  by_cases h : transferSq p q x = 0
  · simp [transverseKernel, h]
  · rw [transverseKernel_eq h]
    have h1 : 0 ≤ 1 - x ^ 2 := by
      nlinarith [mul_nonneg (sub_nonneg.mpr hx.2) (by linarith [hx.1] : (0 : ℝ) ≤ 1 + x)]
    exact div_nonneg (mul_nonneg (by positivity) h1) (by positivity)

/-- A nonnegative derivative of a continuous function is integrable, and its integral is the
difference of the end values. -/
theorem integral_of_nonneg_deriv {f f' : ℝ → ℝ} {a b : ℝ} (hab : a ≤ b)
    (hc : ContinuousOn f (Icc a b)) (hd : ∀ x ∈ Ioo a b, HasDerivAt f (f' x) x)
    (h0 : ∀ x ∈ Ioo a b, 0 ≤ f' x) :
    IntervalIntegrable f' volume a b ∧ ∫ x in a..b, f' x = f b - f a := by
  have hi : IntervalIntegrable f' volume a b := by
    apply intervalIntegral.intervalIntegrable_deriv_of_nonneg (g := f)
    · rwa [uIcc_of_le hab]
    · simpa only [min_eq_left hab, max_eq_right hab] using hd
    · simpa only [min_eq_left hab, max_eq_right hab] using h0
  exact ⟨hi, intervalIntegral.integral_eq_sub_of_hasDerivAt_of_le hab hc hd hi⟩

/-- The logarithm multiplied by `a² - b²` is continuous in `b`, and away from its singularities
the logarithm has derivative `2a / (a² - b²)`. -/
theorem logRatio_regular (a : ℝ) :
    (Continuous fun b => (a ^ 2 - b ^ 2) * logRatio a b) ∧
    ∀ b, a + b ≠ 0 → a - b ≠ 0 → HasDerivAt (logRatio a) (2 * a / (a ^ 2 - b ^ 2)) b := by
  constructor
  · have h : (fun b => (a ^ 2 - b ^ 2) * logRatio a b) = fun b =>
        (a - b) * ((a + b) * Real.log (a + b)) - (a + b) * ((a - b) * Real.log (a - b)) := by
      funext b
      unfold logRatio
      ring
    have d1 : Continuous fun b : ℝ => a + b := by fun_prop
    have d2 : Continuous fun b : ℝ => a - b := by fun_prop
    rw [h]
    exact (d2.mul (Real.continuous_mul_log.comp d1)).sub
      (d1.mul (Real.continuous_mul_log.comp d2))
  · intro b hp hm
    have h1 : HasDerivAt (fun y : ℝ => a + y) 1 b := (hasDerivAt_id b).const_add a
    have h2 : HasDerivAt (fun y : ℝ => a - y) (-1) b := (hasDerivAt_id b).const_sub a
    refine ((h1.log hp).sub (h2.log hm)).congr_deriv ?_
    rw [sq_sub_sq]
    field_simp
    ring

/-- Closed form of the angular average for two distinct positive momentum magnitudes. -/
theorem angularMean_eq {p q : ℝ} (hp : 0 < p) (hq : 0 < q) (hne : p ≠ q) :
    angularMean p q = (p ^ 2 + q ^ 2) / (4 * p * q) * logRatio p q - 1 / 2 := by
  have hm : p - q ≠ 0 := sub_ne_zero.mpr hne
  have hs : p + q ≠ 0 := by positivity
  have hT : ∀ x ∈ Icc (-1 : ℝ) 1, transferSq p q x ≠ 0 := by
    intro x hx
    have h1 : 0 < (p - q) ^ 2 := by positivity
    have h2 : 0 ≤ p * q * (1 - x) := mul_nonneg (by positivity) (by linarith [hx.2])
    have h3 : 0 < transferSq p q x := by unfold transferSq; nlinarith
    exact h3.ne'
  obtain ⟨F, hF⟩ : ∃ F : ℝ → ℝ, F = fun x => (1 / 4) *
      (-(p ^ 2 - q ^ 2) ^ 2 / (2 * p * q) * (transferSq p q x)⁻¹
        - (p ^ 2 + q ^ 2) / (p * q) * Real.log (transferSq p q x) - x) := ⟨_, rfl⟩
  have hd : ∀ x ∈ Icc (-1 : ℝ) 1, HasDerivAt F (transverseKernel p q x) x := by
    intro x hx
    have hn := hT x hx
    have ht : HasDerivAt (fun y => transferSq p q y) (-(2 * p * q)) x :=
      (((hasDerivAt_id x).const_mul (2 * p * q)).const_sub (p ^ 2 + q ^ 2)).congr_deriv (by ring)
    rw [hF, transverseKernel_eq hn]
    refine (((((ht.inv hn).const_mul _).fun_sub ((ht.log hn).const_mul _)).fun_sub
      (hasDerivAt_id x)).const_mul (1 / 4)).congr_deriv ?_
    field_simp
    unfold transferSq
    ring
  have key := (integral_of_nonneg_deriv (by norm_num : (-1 : ℝ) ≤ 1)
    (fun x hx => (hd x hx).continuousAt.continuousWithinAt)
    (fun x hx => hd x (Ioo_subset_Icc_self hx))
    (fun x hx => transverseKernel_nonneg p q (Ioo_subset_Icc_self hx))).2
  have e1 : transferSq p q 1 = (p - q) ^ 2 := by unfold transferSq; ring
  have e2 : transferSq p q (-1) = (p + q) ^ 2 := by unfold transferSq; ring
  rw [angularMean, key]
  simp only [hF, e1, e2, Real.log_pow, logRatio, Nat.cast_ofNat]
  generalize Real.log (p - q) = A
  generalize Real.log (p + q) = B
  field_simp
  ring

/-- Integral of the angular average over the magnitude `q` from `0` to `k` with weight `3q²`, for a
fixed magnitude `p` with `0 < p ≤ k`. -/
theorem shell_integral {p k : ℝ} (hp : 0 < p) (hpk : p ≤ k) :
    ∫ q in (0 : ℝ)..k, 3 * q ^ 2 * angularMean p q =
      3 * (k ^ 2 - p ^ 2) * (k ^ 2 + 3 * p ^ 2) / (16 * p) * logRatio p k
        - 3 * k ^ 3 / 8 + 9 * p ^ 2 * k / 8 := by
  obtain ⟨F, hF⟩ : ∃ F : ℝ → ℝ, F = fun y => -(3 / (16 * p)) * (y ^ 2 + 3 * p ^ 2) *
      ((p ^ 2 - y ^ 2) * logRatio p y) + (9 * p ^ 2 / 8 * y - 3 / 8 * y ^ 3) := ⟨_, rfl⟩
  have hc : Continuous F := by
    rw [hF]
    exact ((by fun_prop : Continuous fun y : ℝ => -(3 / (16 * p)) * (y ^ 2 + 3 * p ^ 2)).mul
      (logRatio_regular p).1).add (by fun_prop)
  have hd : ∀ q, 0 < q → p ≠ q → HasDerivAt F (3 * q ^ 2 * angularMean p q) q := by
    intro q hq hne
    have hm : p - q ≠ 0 := sub_ne_zero.mpr hne
    have hs : p + q ≠ 0 := by positivity
    have hD : p ^ 2 - q ^ 2 ≠ 0 := by rw [sq_sub_sq]; exact mul_ne_zero hs hm
    have h2 : HasDerivAt (fun y : ℝ => y ^ 2) (2 * q) q := by simpa using hasDerivAt_pow 2 q
    have h3 : HasDerivAt (fun y : ℝ => y ^ 3) (3 * q ^ 2) q := by simpa using hasDerivAt_pow 3 q
    have hx : (p ^ 2 - q ^ 2) * (2 * p / (p ^ 2 - q ^ 2)) = 2 * p := by field_simp
    rw [hF, angularMean_eq hp hq hne]
    refine ((((h2.add_const (3 * p ^ 2)).const_mul (-(3 / (16 * p)))).fun_mul
      ((h2.const_sub (p ^ 2)).fun_mul ((logRatio_regular p).2 q hs hm))).fun_add
      (((hasDerivAt_id q).const_mul (9 * p ^ 2 / 8)).fun_sub
        (h3.const_mul (3 / 8)))).congr_deriv ?_
    rw [hx]
    field_simp
    ring
  have h0 : ∀ q, 0 ≤ 3 * q ^ 2 * angularMean p q := fun q => by
    unfold angularMean
    exact mul_nonneg (by positivity) (mul_nonneg (by norm_num)
      (intervalIntegral.integral_nonneg (by norm_num) fun x hx => transverseKernel_nonneg p q hx))
  -- the antiderivative is continuous through the logarithmic singularity at q = p
  have I1 := integral_of_nonneg_deriv (f' := fun q => 3 * q ^ 2 * angularMean p q) hp.le
    hc.continuousOn (fun q hq => hd q hq.1 hq.2.ne') (fun q _ => h0 q)
  have I2 := integral_of_nonneg_deriv (f' := fun q => 3 * q ^ 2 * angularMean p q) hpk
    hc.continuousOn (fun q hq => hd q (hp.trans hq.1) hq.1.ne) (fun q _ => h0 q)
  have hz : logRatio p 0 = 0 := by simp [logRatio]
  rw [← intervalIntegral.integral_add_adjacent_intervals I1.1 I2.1, I1.2, I2.2]
  simp only [hF, hz]
  ring

/-- The angular average at momentum ratio `t`, averaged with weight `3t²`, is `3/4`. -/
theorem ratio_mean : ∫ t in (0 : ℝ)..1, 3 * t ^ 2 * angularMean 1 t = 3 / 4 := by
  rw [shell_integral one_pos le_rfl]
  norm_num

/-- The mean of the transverse kernel over two momenta in the Fermi sphere is `3/4`. -/
theorem fermiMean_eq {k : ℝ} (hk : 0 < k) : fermiMean k = 3 / 4 := by
  obtain ⟨G, hG⟩ : ∃ G : ℝ → ℝ, G = fun y => -(9 / 32) * (k ^ 4 - y ^ 4) *
      ((k ^ 2 - y ^ 2) * logRatio k y) +
      (9 / 16 * k ^ 5 * y - 3 / 8 * k ^ 3 * y ^ 3 + 9 / 16 * k * y ^ 5) := ⟨_, rfl⟩
  have hc : Continuous G := by
    rw [hG]
    exact ((by fun_prop : Continuous fun y : ℝ => -(9 / 32) * (k ^ 4 - y ^ 4)).mul
      (logRatio_regular k).1).add (by fun_prop)
  have hd : ∀ p ∈ Ioo 0 k, HasDerivAt G
      (3 * p ^ 2 * (∫ q in (0 : ℝ)..k, 3 * q ^ 2 * angularMean p q)) p := by
    intro p hp
    have hp0 : 0 < p := hp.1
    have hm : k - p ≠ 0 := (sub_pos.mpr hp.2).ne'
    have hs : k + p ≠ 0 := by positivity
    have hD : k ^ 2 - p ^ 2 ≠ 0 := by rw [sq_sub_sq]; exact mul_ne_zero hs hm
    have h2 : HasDerivAt (fun y : ℝ => y ^ 2) (2 * p) p := by simpa using hasDerivAt_pow 2 p
    have h3 : HasDerivAt (fun y : ℝ => y ^ 3) (3 * p ^ 2) p := by simpa using hasDerivAt_pow 3 p
    have h4 : HasDerivAt (fun y : ℝ => y ^ 4) (4 * p ^ 3) p := by simpa using hasDerivAt_pow 4 p
    have h5 : HasDerivAt (fun y : ℝ => y ^ 5) (5 * p ^ 4) p := by simpa using hasDerivAt_pow 5 p
    have hx : (k ^ 2 - p ^ 2) * (2 * k / (k ^ 2 - p ^ 2)) = 2 * k := by field_simp
    have hl : logRatio p k = logRatio k p := by
      unfold logRatio
      rw [add_comm p k, ← neg_sub k p, Real.log_neg_eq_log]
    rw [hG, shell_integral hp0 hp.2.le, hl]
    refine ((((h4.const_sub (k ^ 4)).const_mul (-(9 / 32))).fun_mul
      ((h2.const_sub (k ^ 2)).fun_mul ((logRatio_regular k).2 p hs hm))).fun_add
      ((((hasDerivAt_id p).const_mul (9 / 16 * k ^ 5)).fun_sub
        (h3.const_mul (3 / 8 * k ^ 3))).fun_add (h5.const_mul (9 / 16 * k)))).congr_deriv ?_
    rw [hx]
    field_simp
    ring
  have h0 : ∀ p q, 0 ≤ angularMean p q := fun p q => by
    unfold angularMean
    exact mul_nonneg (by norm_num)
      (intervalIntegral.integral_nonneg (by norm_num) fun x hx => transverseKernel_nonneg p q hx)
  have key := (integral_of_nonneg_deriv hk.le hc.continuousOn hd (fun p _ =>
    mul_nonneg (by positivity) (intervalIntegral.integral_nonneg hk.le fun q _ =>
      mul_nonneg (by positivity) (h0 p q)))).2
  have hz : logRatio k 0 = 0 := by simp [logRatio]
  have hval : G k - G 0 = 3 / 4 * k ^ 6 := by
    simp only [hG, hz]
    ring
  rw [fermiMean, key, hval]
  exact mul_div_cancel_right₀ _ (pow_ne_zero 6 hk.ne')

/-- The transverse exchange spin sum is `4` for every nonzero momentum transfer. -/
theorem exchangeSpinSum_eq {κ : Fin 3 → ℝ} (hκ : κ ≠ 0) : exchangeSpinSum κ = 4 := by
  have tr : ∀ a b, ∑ s, ∑ s', pauli a s s' * pauli b s' s = if a = b then 2 else 0 := by
    intro a b
    fin_cases a <;> fin_cases b <;> simp [pauli, Fin.sum_univ_two] <;> norm_num
  have h : κ ⬝ᵥ κ ≠ 0 := fun h => hκ (dotProduct_self_eq_zero.mp h)
  have hsum : ∑ a, (1 - κ a * κ a / (κ ⬝ᵥ κ)) = 2 := by
    rw [Finset.sum_sub_distrib, ← Finset.sum_div]
    change _ - (κ ⬝ᵥ κ) / (κ ⬝ᵥ κ) = 2
    rw [div_self h]
    norm_num
  simp only [exchangeSpinSum, tr, mul_ite, mul_zero, Finset.sum_ite_eq, Finset.mem_univ, if_true]
  rw [← Finset.sum_mul, ← Complex.ofReal_sum, hsum]
  norm_num

/-- Orbit-orbit and spin-spin exchange energy densities are `3π/4` and `π/2` in units `α²n²`;
relative to Dirac exchange they are `-3/9` and `-2/9` of `(αk)²`. -/
theorem transverse_exchange (α : ℝ) {k : ℝ} (hk : 0 < k) {κ : Fin 3 → ℝ} (hκ : κ ≠ 0) :
    orbitExchange α k = 3 * Real.pi / 4 * (α ^ 2 * density k ^ 2) ∧
    spinExchange α k κ = Real.pi / 2 * (α ^ 2 * density k ^ 2) ∧
    orbitExchange α k = -(3 / 9) * (α * k) ^ 2 * diracExchange k ∧
    spinExchange α k κ = -(2 / 9) * (α * k) ^ 2 * diracExchange k := by
  have hπ : Real.pi ≠ 0 := Real.pi_ne_zero
  have h1 : orbitExchange α k = 3 * Real.pi / 4 * (α ^ 2 * density k ^ 2) := by
    rw [orbitExchange, fermiMean_eq hk]
    ring
  have h2 : spinExchange α k κ = Real.pi / 2 * (α ^ 2 * density k ^ 2) := by
    have hr : (exchangeSpinSum κ).re = 4 := by rw [exchangeSpinSum_eq hκ]; norm_num
    rw [spinExchange, hr]
    ring
  refine ⟨h1, h2, ?_, ?_⟩
  · rw [h1, density, diracExchange]
    field_simp
    ring
  · rw [h2, density, diracExchange]
    field_simp
    ring

end

end TransverseExchange
```

```lean
#print axioms TransverseExchange.ratio_mean
-- 'TransverseExchange.ratio_mean' depends on axioms: [propext, Classical.choice, Quot.sound]
#print axioms TransverseExchange.transverse_exchange
-- 'TransverseExchange.transverse_exchange' depends on axioms: [propext, Classical.choice, Quot.sound]
```

## Checked integrals, assumed prefactors

`transverse_exchange` states the two energy densities and their two ratios to Dirac exchange, for every real `α`, every `k > 0` and every nonzero transfer vector `κ`. `angularMean` is \(A\) for \(p\ne q\); at equal positive magnitudes, where the integral diverges, Lean assigns it the value 0, which does not affect the integrals over magnitudes. `fermiMean` is the mean over both momenta, and `logRatio` is \(L\); Lean's real logarithm takes the absolute value of its argument, so one formula serves both sides of \(q=p\). `ratio_mean` is `shell_integral` at \(p=k=1\).

The prefactors in `orbitExchange` and `spinExchange` are definitions. They encode the exchange sign, the spin counting and the magnetic coupling \(-4\pi\alpha^2\), with a further \(1/4\) for two spins of one half; none of this is derived from quantum electrodynamics. Relativistic orbitals, retardation, spin polarisation and correlation are absent.

`fermiMean` is also written directly in magnitudes and an angle. Defining it as an integral over two vectors in a ball would make the reduction to these variables a further theorem and leave the value unchanged.

In the proof, `angularMean_eq` differentiates an explicit antiderivative in \(x\). `logRatio_regular` supplies the continuity of \((a^2-b^2)\ln|(a+b)/(a-b)|\), and `integral_of_nonneg_deriv` obtains integrability from the nonnegative kernel. `shell_integral` applies both on either side of \(q=p\) and adds the pieces; `fermiMean_eq` repeats the argument with \(G\), whose logarithm is singular at the endpoint \(p=k\). The derivative checks end in `field_simp` and `ring`, which do the algebra of the integrations by parts. `exchangeSpinSum_eq` checks the nine Pauli traces and then takes the projector's trace.
